# In odd dimension d, a nowhere negative discrete Airy function would force u³ = su modulo d for every u, at each s where it is nonzero

For odd d, let A(s) be the sum over t modulo d of the phases ω^(2ts − 2t³), with ω = exp(2πi/d); this discrete Airy function is real, and is left unnormalised, so that its values sum to d. The lemma `cube_eq_of_airy_nonneg` says that if A is nowhere negative, then at any s where A(s) ≠ 0 the equation u³ = su holds modulo d for every u. The proof uses the Fourier transform of A, which is d times a pure cubic phase, to show that the values A(r), weighted by the real parts of the phases ω^(2u³ − 2ru), still sum to d. Since no A(r) is negative and no real part exceeds one, the phase must equal one wherever A(r) is nonzero. Its exponent then vanishes modulo d, and the factor 2 can be cancelled because d is odd.

This version doesn't compile in Lean 4 with Mathlib:

```lean
import Mathlib

open Finset
open scoped ComplexConjugate

namespace CubicPhaseState

noncomputable section

variable {d : ℕ} [NeZero d]

/-- The phase `w ^ x` with `w = exp (2 π i / d)` and the exponent `x` taken modulo `d`. -/
def phase (x : ZMod d) : ℂ := ZMod.stdAddChar x

/-- The discrete Airy function, a sum of cubic phases over `ZMod d`. -/
def airy (s : ZMod d) : ℂ := ∑ t : ZMod d, phase (2 * t * s - 2 * t ^ 3)

/-- Phases multiply when their exponents are added. -/
theorem phase_add (x y : ZMod d) : phase (x + y) = phase x * phase y :=
  AddChar.map_add_eq_mul _ x y

/-- Reversing the exponent conjugates the phase. -/
theorem phase_neg (x : ZMod d) : phase (-x) = conj (phase x) := by
  unfold phase
  rw [ZMod.stdAddChar_apply, ZMod.stdAddChar_apply, AddChar.map_neg_eq_inv,
    Circle.coe_inv_eq_conj]

/-- Orthogonality of plane waves: the phases `w ^ (s b)` sum to `d` if `b = 0` and to zero
otherwise. -/
theorem phase_sum (b : ZMod d) :
    ∑ s : ZMod d, phase (s * b) = if b = 0 then (d : ℂ) else 0 := by
  have h := AddChar.sum_mulShift b (ZMod.isPrimitive_stdAddChar d)
  simpa [phase, ZMod.card] using h

omit [NeZero d] in
/-- In odd dimension, an exponent whose double vanishes is itself zero. -/
theorem eq_zero_of_two_mul (hd : Odd d) {x : ZMod d} (hx : 2 * x = 0) : x = 0 := by
  obtain ⟨k, hk⟩ := hd
  have h : ((2 * k + 1 : ℕ) : ZMod d) = 0 := by
    rw [← hk]
    exact ZMod.natCast_self d
  push_cast at h
  linear_combination x * h - (k : ZMod d) * hx

/-- The discrete Airy function is real. -/
theorem airy_im (s : ZMod d) : (airy s).im = 0 := by
  apply Complex.conj_eq_iff_im.mp
  unfold airy
  rw [map_sum, ← Equiv.sum_comp (Equiv.neg (ZMod d))]
  refine Finset.sum_congr rfl fun t _ => ?_
  rw [Equiv.neg_apply, ← phase_neg]
  congr 1
  ring

/-- In odd dimension, the Fourier transform of the discrete Airy function is a pure cubic
phase times `d`. -/
theorem airy_fourier (hd : Odd d) (u : ZMod d) :
    ∑ s : ZMod d, airy s * phase (-(2 * s * u)) = d * phase (-(2 * u ^ 3)) := by
  have orth : ∀ t : ZMod d,
      ∑ s : ZMod d, phase (2 * t * s - 2 * t ^ 3) * phase (-(2 * s * u))
        = if t = u then (d : ℂ) * phase (-(2 * u ^ 3)) else 0 := by
    intro t
    have h : ∀ s : ZMod d, phase (2 * t * s - 2 * t ^ 3) * phase (-(2 * s * u))
        = phase (-(2 * t ^ 3)) * phase (s * (2 * (t - u))) := by
      intro s
      rw [← phase_add, ← phase_add]
      congr 1
      ring
    rw [Finset.sum_congr rfl fun s _ => h s, ← Finset.mul_sum, phase_sum]
    by_cases htu : t = u
    · rw [if_pos htu, if_pos (by rw [htu, sub_self, mul_zero]), htu, mul_comm]
    · rw [if_neg htu, if_neg (fun h0 => htu (sub_eq_zero.mp (eq_zero_of_two_mul hd h0))),
        mul_zero]
  unfold airy
  simp_rw [Finset.sum_mul]
  rw [Finset.sum_comm, Finset.sum_congr rfl fun t _ => orth t]
  simp

/-- In odd dimension, if the discrete Airy function were nowhere negative, then `u ^ 3 = s u` would
hold for all `u` at each point `s` where it does not vanish. -/
theorem cube_eq_of_airy_nonneg (hd : Odd d) (hpos : ∀ s : ZMod d, 0 ≤ (airy s).re)
    {s : ZMod d} (hs : (airy s).re ≠ 0) (u : ZMod d) : u ^ 3 = s * u := by
  have key : ∀ v : ZMod d,
      ∑ r : ZMod d, (airy r).re * (phase (2 * v ^ 3 - 2 * r * v)).re = d := by
    intro v
    have e : ∀ r : ZMod d, airy r * phase (2 * v ^ 3 - 2 * r * v)
        = airy r * phase (-(2 * r * v)) * phase (2 * v ^ 3) := by
      intro r
      rw [mul_assoc, ← phase_add, neg_add_eq_sub]
    have h : ∑ r : ZMod d, airy r * phase (2 * v ^ 3 - 2 * r * v) = (d : ℂ) := by
      rw [Finset.sum_congr rfl fun r _ => e r, ← Finset.sum_mul, airy_fourier hd, mul_assoc,
        ← phase_add, neg_add_cancel]
      simp [phase]
    have h' := congrArg Complex.re h
    rw [Complex.re_sum, Complex.natCast_re] at h'
    rw [← h']
    refine Finset.sum_congr rfl fun r _ => ?_
    rw [Complex.mul_re, airy_im r, zero_mul, sub_zero]
  have h0 : ∑ r : ZMod d, (airy r).re = d := by simpa [phase] using key 0
  have hn : ∀ x : ZMod d, ‖phase x‖ = 1 := by
    intro x
    rw [phase, ZMod.stdAddChar_apply, Circle.norm_coe]
  -- a sum of nonnegative terms vanishes, hence so does each term
  have hz : ∑ r : ZMod d, (airy r).re * (1 - (phase (2 * u ^ 3 - 2 * r * u)).re) = 0 := by
    simp only [mul_sub, mul_one, Finset.sum_sub_distrib]
    rw [h0, key u, sub_self]
  have ht := (Finset.sum_eq_zero_iff_of_nonneg (fun r _ => mul_nonneg (hpos r)
    (sub_nonneg.mpr ((Complex.re_le_norm _).trans_eq (hn _))))).mp hz s (Finset.mem_univ s)
  have h1 : (phase (2 * u ^ 3 - 2 * s * u)).re = 1 := by
    rcases mul_eq_zero.mp ht with h | h
    · exact absurd h hs
    · linarith
  -- a phase with real part one is trivial
  have h2 := Complex.normSq_apply (phase (2 * u ^ 3 - 2 * s * u))
  rw [← Complex.sq_norm, hn, h1] at h2
  have h3 : (phase (2 * u ^ 3 - 2 * s * u)).im = 0 :=
    mul_self_eq_zero.mp (by linarith)
  have h4 : phase (2 * u ^ 3 - 2 * s * u) = 1 := Complex.ext h1 h3
  have h5 : 2 * u ^ 3 - 2 * s * u = 0 :=
    ZMod.injective_stdAddChar (h4.trans (AddChar.map_zero_eq_one _).symm)
  exact sub_eq_zero.mp (eq_zero_of_two_mul hd (by linear_combination h5))

end

end CubicPhaseState
```

The error:

```
Main.lean:89:21: error: Tactic `rewrite` failed: Did not find an occurrence of the pattern
  phase ?x * phase ?y
in the target expression
  airy r * phase (2 * v ^ 3 - 2 * (r * v)) = airy r * phase (-(2 * (r * v))) * phase (2 * v ^ 3)

d : ℕ
inst✝ : NeZero d
hd : Odd d
hpos : ∀ (s : ZMod d), 0 ≤ (airy s).re
s : ZMod d
hs : (airy s).re ≠ 0
u v r : ZMod d
⊢ airy r * phase (2 * v ^ 3 - 2 * (r * v)) = airy r * phase (-(2 * (r * v))) * phase (2 * v ^ 3)
```

The error says that `rw` found no product of the form `phase ?x * phase ?y` to merge with `← phase_add`. The step before it was meant to regroup the right-hand side, `airy r * phase (-(2 * r * v)) * phase (2 * v ^ 3)`, so that the two phases stood together as one product. But a bare `mul_assoc` fits any product of three factors, and here it took `2 * r * v` inside the exponents. The goal in the message shows this: both exponents now contain `2 * (r * v)`, while the outer product is still grouped from the left, with `airy r` bound to the first phase.

The repair writes `mul_assoc (airy r)`, which fixes the first factor, so that only the outer product fits. The two phases are then multiplied together directly, `← phase_add` adds their exponents, and `neg_add_eq_sub` turns the sum into the difference on the left-hand side.

The repair, with which the file compiles:

```diff
@@ -87,5 +87,5 @@
         = airy r * phase (-(2 * r * v)) * phase (2 * v ^ 3) := by
       intro r
-      rw [mul_assoc, ← phase_add, neg_add_eq_sub]
+      rw [mul_assoc (airy r), ← phase_add, neg_add_eq_sub]
     have h : ∑ r : ZMod d, airy r * phase (2 * v ^ 3 - 2 * r * v) = (d : ℂ) := by
       rw [Finset.sum_congr rfl fun r _ => e r, ← Finset.sum_mul, airy_fourier hd, mul_assoc,
```
